# Duch-Diercksen-corrected doubles CI falls below the exact energy for many non-interacting two-level H2 molecules

Doubles CI gives an upper bound on the exact energy, but a size-consistency correction can destroy this property. For identical, non-interacting H2 molecules, each with two coupled levels, the Duch-Diercksen correction takes the doubles-CI energy below the exact one. The Lean proof covers all sufficiently large numbers of molecules; a short calculation in (h) shows that two are enough.

## Molecules, states and energies

Each of N molecules has a reference state and a doubly excited state 2D higher, coupled by K. Thus D is half the energy gap between the two states before they are coupled. Doubles CI keeps the common reference (`none`) and, for each molecule i, the state in which only that molecule is doubly excited (`some i`). Energies are relative to the reference.

```lean
import Mathlib

open Matrix Filter Topology

namespace DuchDiercksenLimit

noncomputable section

/-- The doubles-CI Hamiltonian of `N` non-interacting H2 molecules, relative to the reference
energy: `none` is the reference, `some i` has molecule `i` doubly excited at energy `2 * D`,
and `K` couples each double excitation to the reference. -/
def cidHamiltonian (D K : ℝ) (N : ℕ) : Matrix (Option (Fin N)) (Option (Fin N)) ℝ
  | none, none => 0
  | none, some _ => K
  | some _, none => K
  | some i, some j => if i = j then 2 * D else 0
```

Write R for `gapRoot`, E for `cidEnergy`, v for `groundVector` and w for `refWeight`, usually written c₀². Parts (c) to (e) justify E and w from the matrix H = `cidHamiltonian`.

```lean
/-- The square root `√(D² + N K²)` that appears in the doubles-CI energy. -/
def gapRoot (D K : ℝ) (N : ℕ) : ℝ := √(D ^ 2 + N * K ^ 2)

/-- The doubles-CI correlation energy `E = D - √(D² + N K²)`, for `D > 0`. -/
def cidEnergy (D K : ℝ) (N : ℕ) : ℝ := D - gapRoot D K N

/-- The unnormalised doubles-CI state with energy `cidEnergy D K N`, for `D > 0`. -/
def groundVector (D K : ℝ) (N : ℕ) : Option (Fin N) → ℝ
  | none => gapRoot D K N + D
  | some _ => -K

/-- The weight `w` of the reference in the doubles-CI state, for `D > 0`. -/
def refWeight (D K : ℝ) (N : ℕ) : ℝ := 1 / 2 + D / (2 * gapRoot D K N)
```

The correction C = `ddCorrection` is the Duch-Diercksen formula for 2N electrons, taken as a definition. It needs N ≥ 2, since it divides by N − 1.

```lean
/-- The Duch-Diercksen correction for `2 N` electrons, for `D > 0` and `N ≥ 2`. -/
def ddCorrection (D K : ℝ) (N : ℕ) : ℝ :=
  (1 - refWeight D K N) * cidEnergy D K N /
    (refWeight D K N * (2 * N - 1) / (N - 1) - 1)
```

## (a) The square of the root

Show, for all real D and K, that

R² = D² + N K².

**Solution.** The radicand is a sum of non-negative terms, so squaring undoes the root.

```lean
/-- The square of `gapRoot D K N` is `D² + N K²`. -/
theorem gapRoot_sq (D K : ℝ) (N : ℕ) : gapRoot D K N ^ 2 = D ^ 2 + N * K ^ 2 :=
  Real.sq_sqrt (by positivity)
```

## (b) A positive root

Show that D > 0 implies

R > 0.

**Solution.** The radicand is at least D² > 0.

```lean
/-- For `D > 0` the root `√(D² + N K²)` is positive. -/
theorem gapRoot_pos {D : ℝ} (hD : 0 < D) (K : ℝ) (N : ℕ) : 0 < gapRoot D K N :=
  Real.sqrt_pos.2 (by positivity)
```

## (c) The eigenvalue equation

Show that

H v = E v.

**Solution.** The reference row gives

−N K² = D² − R² = (D − R)(R + D).

Row i gives

K(R + D) − 2DK = (D − R)(−K).

Lean splits the same two cases; `linear_combination h` supplies (a) in the first.

```lean
/-- The vector `groundVector` satisfies the doubles-CI eigenvalue equation with energy `cidEnergy`.
-/
theorem cid_eigenvector (D K : ℝ) (N : ℕ) :
    cidHamiltonian D K N *ᵥ groundVector D K N = cidEnergy D K N • groundVector D K N := by
  have h := gapRoot_sq D K N
  funext i
  cases i with
  | none =>
    simp [Matrix.mulVec, dotProduct, Fintype.sum_option, cidHamiltonian, groundVector, cidEnergy]
    linear_combination h
  | some i =>
    simp [Matrix.mulVec, dotProduct, Fintype.sum_option, cidHamiltonian, groundVector, cidEnergy]
    ring
```

## (d) No lower doubles-CI energy

For D > 0 and every real vector x, show that

E (x · x) ≤ x · H x.

**Solution.** Let x₀ be the reference component and xᵢ the others. Then

x · H x − E (x · x) = (R − D)x₀² + 2K x₀ Σᵢ xᵢ + (R + D) Σᵢ xᵢ².

Multiply by R + D > 0 and use R² − D² = N K². The right side becomes

Σᵢ (K x₀ + (R + D)xᵢ)² ≥ 0.

With (c), E is therefore the lowest eigenvalue. In the proof, `hsq` is this sum of squares, and `le_of_mul_le_mul_left` removes the factor R + D.

```lean
/-- For `D > 0` no nonzero real doubles-CI vector has an energy expectation value below `cidEnergy`.
-/
theorem cid_variational {D : ℝ} (hD : 0 < D) (K : ℝ) (N : ℕ) (x : Option (Fin N) → ℝ) :
    cidEnergy D K N * (x ⬝ᵥ x) ≤ x ⬝ᵥ (cidHamiltonian D K N *ᵥ x) := by
  have h := gapRoot_sq D K N
  have hR := gapRoot_pos hD K N
  have hform : x ⬝ᵥ (cidHamiltonian D K N *ᵥ x) = x none * (K * ∑ i, x (some i)) +
      ∑ i, x (some i) * (K * x none + 2 * D * x (some i)) := by
    simp [dotProduct, Matrix.mulVec, Fintype.sum_option, cidHamiltonian, Finset.mul_sum]
  have hx : x ⬝ᵥ x = x none ^ 2 + ∑ i, x (some i) ^ 2 := by
    simp [dotProduct, Fintype.sum_option, sq]
  have hQ : ∑ i, x (some i) * (K * x none + 2 * D * x (some i)) =
      K * x none * ∑ i, x (some i) + 2 * D * ∑ i, x (some i) ^ 2 := by
    rw [Finset.mul_sum, Finset.mul_sum, ← Finset.sum_add_distrib]
    exact Finset.sum_congr rfl fun i _ => by ring
  -- one square for each molecule
  have hsq : 0 ≤ N * (K * x none) ^ 2 +
      2 * K * x none * (gapRoot D K N + D) * ∑ i, x (some i) +
      (gapRoot D K N + D) ^ 2 * ∑ i, x (some i) ^ 2 := by
    calc 0 ≤ ∑ i, (K * x none + (gapRoot D K N + D) * x (some i)) ^ 2 :=
          Finset.sum_nonneg fun i _ => sq_nonneg _
      _ = ∑ i, ((K * x none) ^ 2 + 2 * K * x none * (gapRoot D K N + D) * x (some i) +
            (gapRoot D K N + D) ^ 2 * x (some i) ^ 2) :=
          Finset.sum_congr rfl fun i _ => by ring
      _ = _ := by
          rw [Finset.sum_add_distrib, Finset.sum_add_distrib, ← Finset.mul_sum,
            ← Finset.mul_sum]
          simp only [Finset.sum_const, Finset.card_univ, Fintype.card_fin, nsmul_eq_mul]
  have h2 : gapRoot D K N ^ 2 * x none ^ 2 = (D ^ 2 + N * K ^ 2) * x none ^ 2 := by rw [h]
  rw [hform, hx, hQ]
  unfold cidEnergy
  refine le_of_mul_le_mul_left ?_ (add_pos hR hD)
  nlinarith [hsq, h2]
```

## (e) The reference weight

For D > 0, show that

v₀² / (v · v) = w.

**Solution.** The squared norm, `hv` in the code, is

v · v = (R + D)² + N K² = 2R(R + D).

Hence

v₀² / (v · v) = (R + D)/(2R) = 1/2 + D/(2R).

The normalised amplitudes are √w for the reference and −K/√(2R(R + D)) for each double excitation.

```lean
/-- For `D > 0` the normalised weight of the reference in the state `groundVector` is
`refWeight`. -/
theorem weight_of_reference {D : ℝ} (hD : 0 < D) (K : ℝ) (N : ℕ) :
    groundVector D K N none ^ 2 / (groundVector D K N ⬝ᵥ groundVector D K N) =
      refWeight D K N := by
  have h := gapRoot_sq D K N
  have hR := gapRoot_pos hD K N
  have hRD : gapRoot D K N + D ≠ 0 := (add_pos hR hD).ne'
  have hv : groundVector D K N ⬝ᵥ groundVector D K N =
      2 * gapRoot D K N * (gapRoot D K N + D) := by
    simp [dotProduct, Fintype.sum_option, groundVector]
    linear_combination -h
  rw [hv]
  simp only [groundVector, refWeight]
  field_simp
```

## (f) The correction in closed form

For D > 0 and N ≥ 2, show that

C = −(N − 1)(R − D)² / ((2N − 1)D + R).

**Solution.** Since 1 − w = (R − D)/(2R), the numerator is

(1 − w)E = −(R − D)²/(2R).

The denominator is

w(2N − 1)/(N − 1) − 1 = ((2N − 1)D + R) / (2R(N − 1)),

which is positive. Divide. These are `hnum` and `hden`.

```lean
/-- For `D > 0` and `N ≥ 2` the Duch-Diercksen correction is
`-(N - 1) (R - D)² / ((2 N - 1) D + R)` with `R = √(D² + N K²)`. -/
theorem ddCorrection_eq {D : ℝ} (hD : 0 < D) (K : ℝ) {N : ℕ} (hN : 2 ≤ N) :
    ddCorrection D K N = -((N - 1) * (gapRoot D K N - D) ^ 2) /
      ((2 * N - 1) * D + gapRoot D K N) := by
  have hR := gapRoot_pos hD K N
  have hn : (2 : ℝ) ≤ N := by exact_mod_cast hN
  have hn1 : (N : ℝ) - 1 ≠ 0 := by linarith
  have hM : (2 * (N : ℝ) - 1) * D + gapRoot D K N ≠ 0 :=
    (add_pos (mul_pos (by linarith) hD) hR).ne'
  have hnum : (1 - refWeight D K N) * cidEnergy D K N =
      -(gapRoot D K N - D) ^ 2 / (2 * gapRoot D K N) := by
    unfold refWeight cidEnergy
    field_simp
    ring
  have hden : refWeight D K N * (2 * N - 1) / (N - 1) - 1 =
      ((2 * N - 1) * D + gapRoot D K N) / (2 * gapRoot D K N * (N - 1)) := by
    unfold refWeight
    field_simp
    ring
  rw [ddCorrection, hnum, hden]
  field_simp
```

In the smallest case, N = 2, expansion in K gives E + C = −K²/D + K⁴/(4D³) + …, which agrees with two exact molecules through order K⁴.

## (g) The energy per molecule

For D > 0 and K ≠ 0, show that as N → ∞

(E + C)/N → −K²/(2D), and −K²/(2D) < D − √(D² + K²).

**Solution.** Put u = 1/N and s = R/N = √(D²u² + K²u). Both tend to zero. For N ≥ 2, (f) and (a) give

(E + C)/N = Du − s − (1 − u)(K² + 2D²u − 2Ds) / ((2 − u)D + s),

and the limit follows. For the inequality let t = K²/(2D) > 0. Then

(D + t)² = D² + K² + t² > D² + K²,

so √(D² + K²) < D + t.

The right-hand energy is exact for one molecule, because at N = 1 the matrix is the complete two-state problem. In Lean, `hs` gives s → 0, `heq` the rewritten energy and `hroot` the comparison of squares.

```lean
/-- For `D > 0` and `K ≠ 0` the Duch-Diercksen corrected energy per molecule tends to
`-K² / (2 D)` as `N` grows, strictly below the exact energy `D - √(D² + K²)` of one molecule. -/
theorem ddEnergy_per_molecule {D K : ℝ} (hD : 0 < D) (hK : K ≠ 0) :
    Tendsto (fun N : ℕ => (cidEnergy D K N + ddCorrection D K N) / N) atTop
      (𝓝 (-K ^ 2 / (2 * D))) ∧ -K ^ 2 / (2 * D) < D - √(D ^ 2 + K ^ 2) := by
  constructor
  · have hu : Tendsto (fun N : ℕ => 1 / (N : ℝ)) atTop (𝓝 0) :=
      tendsto_one_div_atTop_nhds_zero_nat
    -- the root grows only like the square root of N
    have hs : Tendsto (fun N : ℕ => gapRoot D K N / N) atTop (𝓝 0) := by
      have hc : Continuous (fun u : ℝ => √(D ^ 2 * u ^ 2 + K ^ 2 * u)) := by fun_prop
      refine ((hc.tendsto' 0 0 (by simp)).comp hu).congr' ?_
      filter_upwards [eventually_gt_atTop 0] with N hN
      have hn : (0 : ℝ) < N := by exact_mod_cast hN
      have h1 : (N : ℝ) * (1 / N) = 1 := mul_one_div_cancel hn.ne'
      change √(D ^ 2 * (1 / (N : ℝ)) ^ 2 + K ^ 2 * (1 / N)) = √(D ^ 2 + N * K ^ 2) / N
      rw [show D ^ 2 * (1 / (N : ℝ)) ^ 2 + K ^ 2 * (1 / N) = (D ^ 2 + N * K ^ 2) / N ^ 2 by
        linear_combination (-(K ^ 2 * (1 / (N : ℝ)))) * h1,
        Real.sqrt_div (by positivity), Real.sqrt_sq hn.le]
    have hlim := ((hu.const_mul D).sub hs).sub
      (((hu.const_sub 1).mul (((hu.const_mul (2 * D ^ 2)).const_add (K ^ 2)).sub
        (hs.const_mul (2 * D)))).div (((hu.const_sub 2).mul_const D).add hs)
        (by intro h; linarith))
    have heq : (fun N : ℕ => D * (1 / (N : ℝ)) - gapRoot D K N / N -
        (1 - 1 / (N : ℝ)) * (K ^ 2 + 2 * D ^ 2 * (1 / (N : ℝ)) - 2 * D * (gapRoot D K N / N)) /
          ((2 - 1 / (N : ℝ)) * D + gapRoot D K N / N)) =ᶠ[atTop]
        fun N : ℕ => (cidEnergy D K N + ddCorrection D K N) / N := by
      filter_upwards [eventually_ge_atTop 2] with N hN
      have h := gapRoot_sq D K N
      have hn : (2 : ℝ) ≤ N := by exact_mod_cast hN
      have hn0 : (N : ℝ) ≠ 0 := by linarith
      have hM : (2 * (N : ℝ) - 1) * D + gapRoot D K N ≠ 0 :=
        (add_pos (mul_pos (by linarith) hD) (gapRoot_pos hD K N)).ne'
      have e1 : K ^ 2 + 2 * D ^ 2 * (1 / (N : ℝ)) - 2 * D * (gapRoot D K N / N) =
          (gapRoot D K N - D) ^ 2 / N := by
        field_simp
        linear_combination -h
      have e2 : (2 - 1 / (N : ℝ)) * D + gapRoot D K N / N =
          ((2 * N - 1) * D + gapRoot D K N) / N := by
        field_simp
      rw [ddCorrection_eq hD K hN, e1, e2, cidEnergy]
      field_simp
      ring
    convert hlim.congr' heq using 2
    ring
  · -- compare squares: (D + t)² exceeds D² + K² by t², where t = K² / (2 D)
    have ht : 0 < K ^ 2 / (2 * D) := by positivity
    have hKt : K ^ 2 = 2 * D * (K ^ 2 / (2 * D)) := by field_simp
    have hroot : √(D ^ 2 + K ^ 2) < D + K ^ 2 / (2 * D) := by
      refine lt_of_pow_lt_pow_left₀ 2 (by positivity) ?_
      rw [Real.sq_sqrt (by positivity)]
      nlinarith [pow_pos ht 2]
    rw [neg_div]
    linarith
```

## (h) Total energies

For D > 0 and K ≠ 0, show that for all sufficiently large N

E + C < N(D − √(D² + K²)).

**Solution.** By (g) the energy per molecule eventually lies below the exact one. Multiply by N > 0. The quantifier `∀ᶠ N : ℕ in atTop` says only that some threshold exists.

By hand one finds that the inequality already holds for every N ≥ 2. From (f) and (a),

E + C = −N²K² / ((2N − 1)D + R).

Put q = √(D² + K²), so that N(D − q) = −NK²/(q + D). Then E + C is the lower of the two exactly when D + N(q − D) > R. This is true, because both sides are positive and

(D + N(q − D))² − R² = N(N − 1)(q − D)² > 0.

That N(D − √(D² + K²)) is the exact total energy rests on additivity for non-interacting molecules; the full many-molecule Hamiltonian is not constructed.

```lean
/-- For `D > 0` and `K ≠ 0` the Duch-Diercksen corrected total energy lies below the exact
total energy `N (D - √(D² + K²))` for all sufficiently large `N`. -/
theorem ddEnergy_eventually_below_exact {D K : ℝ} (hD : 0 < D) (hK : K ≠ 0) :
    ∀ᶠ N : ℕ in atTop,
      cidEnergy D K N + ddCorrection D K N < N * (D - √(D ^ 2 + K ^ 2)) := by
  obtain ⟨hlim, hlt⟩ := ddEnergy_per_molecule hD hK
  filter_upwards [(tendsto_order.1 hlim).2 _ hlt, eventually_gt_atTop 0] with N h hN
  have hn : (0 : ℝ) < N := by exact_mod_cast hN
  rw [div_lt_iff₀ hn] at h
  linarith

end

end DuchDiercksenLimit
```

```lean
#print axioms DuchDiercksenLimit.cid_eigenvector
-- 'DuchDiercksenLimit.cid_eigenvector' depends on axioms: [propext, Classical.choice, Quot.sound]
#print axioms DuchDiercksenLimit.cid_variational
-- 'DuchDiercksenLimit.cid_variational' depends on axioms: [propext, Classical.choice, Quot.sound]
#print axioms DuchDiercksenLimit.weight_of_reference
-- 'DuchDiercksenLimit.weight_of_reference' depends on axioms: [propext, Classical.choice, Quot.sound]
#print axioms DuchDiercksenLimit.ddEnergy_eventually_below_exact
-- 'DuchDiercksenLimit.ddEnergy_eventually_below_exact' depends on axioms: [propext, Classical.choice, Quot.sound]
```
